# Equal M populations give each ΔJ dipole channel an isotropic z-polarized weight for J ≥ 1

In a multiplet calculation of a free ion's x-ray absorption edge, one can compute only the \(z\)-polarized dipole spectrum and use it as the isotropic spectrum, provided that all levels \(M\) of the initial \(J\) are equally populated. The Lean file below proves this for the angular weights of each channel \(J\to J-1,\,J,\,J+1\) with \(J\ge 1\), taking the squared 3j symbols as explicit formulas.

```lean
import Mathlib

open Finset

namespace DipoleMultipletIsotropy

noncomputable section

/-- The three dipole channels: the final angular momentum is `J - 1`, `J` or `J + 1`. -/
inductive Channel
  | down
  | same
  | up

/-- The polarization of the light: along `z`, or circular, raising or lowering `M` by one. -/
inductive Polarization
  | z
  | plus
  | minus

/-- Squared 3j symbol for `z`-polarized absorption from the level `J, M`, for `J > 1/2`. -/
def zWeight : Channel → ℝ → ℝ → ℝ
  | .down, J, M => (J ^ 2 - M ^ 2) / (J * (2 * J - 1) * (2 * J + 1))
  | .same, J, M => M ^ 2 / (J * (J + 1) * (2 * J + 1))
  | .up, J, M => ((J + 1) ^ 2 - M ^ 2) / ((J + 1) * (2 * J + 1) * (2 * J + 3))

/-- Squared 3j symbol for absorption that raises `M` by one, for `J > 1/2`. -/
def plusWeight : Channel → ℝ → ℝ → ℝ
  | .down, J, M => (J - M) * (J - M - 1) / (2 * (J * (2 * J - 1) * (2 * J + 1)))
  | .same, J, M => (J - M) * (J + M + 1) / (2 * (J * (J + 1) * (2 * J + 1)))
  | .up, J, M => (J + M + 1) * (J + M + 2) / (2 * ((J + 1) * (2 * J + 1) * (2 * J + 3)))

/-- The angular weight of a channel for each polarization, for `J > 1/2`; lowering `M` is the
mirror image of raising it. -/
def weight (c : Channel) : Polarization → ℝ → ℝ → ℝ
  | .z, J, M => zWeight c J M
  | .plus, J, M => plusWeight c J M
  | .minus, J, M => plusWeight c J (-M)

/-- The magnetic quantum number `M = -J + k` of level `k` in the multiplet `J = n/2`. -/
def level (n k : ℕ) : ℝ := -((n : ℝ) / 2) + k

/-- Intensity of a channel for the multiplet `J = n/2`, `n ≥ 2`, with population `p k` in
level `k`. -/
def intensity (n : ℕ) (p : ℕ → ℝ) (c : Channel) (q : Polarization) : ℝ :=
  ∑ k ∈ range (n + 1), p k * weight c q ((n : ℝ) / 2) (level n k)

/-- Isotropic intensity for `n ≥ 2`: the mean over the three polarizations. -/
def isotropic (n : ℕ) (p : ℕ → ℝ) (c : Channel) : ℝ :=
  (intensity n p c .z + intensity n p c .plus + intensity n p c .minus) / 3

/-- The factor that scales the linear dichroism of each channel, for `J > 1/2`. -/
def anisotropy : Channel → ℝ → ℝ
  | .down, J => -1 / (J * (2 * J - 1) * (2 * J + 1))
  | .same, J => 1 / (J * (J + 1) * (2 * J + 1))
  | .up, J => -1 / ((J + 1) * (2 * J + 1) * (2 * J + 3))

/-- The sum of a quadratic function of `M` over the multiplet `J = n/2`: the linear term
drops out and `M ^ 2` averages to `J (J + 1) / 3`. -/
theorem sum_quadratic (n : ℕ) (A B C : ℝ) :
    ∑ k ∈ range (n + 1), (A + B * level n k + C * level n k ^ 2) =
      (2 * ((n : ℝ) / 2) + 1) * (A + C * ((n : ℝ) / 2 * ((n : ℝ) / 2 + 1) / 3)) := by
  -- keep the offset fixed while the number of terms grows
  have key : ∀ (a : ℝ) (m : ℕ),
      ∑ k ∈ range m, (A + B * (-a + (k : ℝ)) + C * (-a + (k : ℝ)) ^ 2) =
        m * A + B * (m * (m - 1) / 2 - a * m) +
          C * (m * (m - 1) * (2 * m - 1) / 6 - a * m * (m - 1) + a ^ 2 * m) := by
    intro a m
    induction m with
    | zero => simp
    | succ m ih =>
      rw [sum_range_succ, ih]
      push_cast
      ring
  simp only [level]
  rw [key]
  push_cast
  ring

/-- For every `J ≥ 1`, every channel and every polarization, the squared 3j symbols summed
over `M` from `-J` to `J` give `1/3`. -/
theorem sum_weight (n : ℕ) (hn : 2 ≤ n) (c : Channel) (q : Polarization) :
    ∑ k ∈ range (n + 1), weight c q ((n : ℝ) / 2) (level n k) = 1 / 3 := by
  have hn' : (2 : ℝ) ≤ n := by exact_mod_cast hn
  have hJ : 1 ≤ (n : ℝ) / 2 := by linarith
  -- every weight is a quadratic in M, fixed by its values at 0, 1 and -1
  have hq : ∀ J M : ℝ, weight c q J M = weight c q J 0 +
      (weight c q J 1 - weight c q J (-1)) / 2 * M +
      ((weight c q J 1 + weight c q J (-1)) / 2 - weight c q J 0) * M ^ 2 := by
    intro J M
    cases c <;> cases q <;> simp only [weight, zWeight, plusWeight] <;> ring
  rw [sum_congr rfl (fun k _ => hq ((n : ℝ) / 2) (level n k)), sum_quadratic]
  generalize (n : ℝ) / 2 = J at hJ ⊢
  have h0 : J ≠ 0 := by linarith
  have h1 : J + 1 ≠ 0 := by linarith
  have h2 : 2 * J - 1 ≠ 0 := by linarith
  have h3 : 2 * J + 1 ≠ 0 := by linarith
  have h4 : 2 * J + 3 ≠ 0 := by linarith
  cases c <;> cases q <;> simp only [weight, zWeight, plusWeight] <;> field_simp <;> ring

/-- For `J ≥ 1` and the same population `a` in every level `M`, each channel has intensity
`a/3` for each polarization, and this equals its isotropic intensity. -/
theorem equal_populations (n : ℕ) (hn : 2 ≤ n) (p : ℕ → ℝ) (a : ℝ)
    (hp : ∀ k ≤ n, p k = a) (c : Channel) (q : Polarization) :
    intensity n p c q = a / 3 ∧ intensity n p c q = isotropic n p c := by
  have h : ∀ r, intensity n p c r = a / 3 := by
    intro r
    have hs : intensity n p c r =
        ∑ k ∈ range (n + 1), a * weight c r ((n : ℝ) / 2) (level n k) := by
      refine sum_congr rfl fun k hk => ?_
      rw [hp k (Nat.lt_succ_iff.mp (mem_range.mp hk))]
    rw [hs, ← mul_sum, sum_weight n hn]
    ring
  refine ⟨h q, ?_⟩
  rw [isotropic, h, h, h, h]
  ring

/-- At fixed `M` and `J ≥ 1`, the `z` weight differs from the mean over polarizations by the
channel factor times `M ^ 2 - J (J + 1) / 3`. -/
theorem weight_sub_mean (c : Channel) (J M : ℝ) (hJ : 1 ≤ J) :
    weight c .z J M - (weight c .z J M + weight c .plus J M + weight c .minus J M) / 3 =
      anisotropy c J * (M ^ 2 - J * (J + 1) / 3) := by
  have h0 : J ≠ 0 := by linarith
  have h1 : J + 1 ≠ 0 := by linarith
  have h2 : 2 * J - 1 ≠ 0 := by linarith
  have h3 : 2 * J + 1 ≠ 0 := by linarith
  have h4 : 2 * J + 3 ≠ 0 := by linarith
  cases c <;> simp only [weight, zWeight, plusWeight, anisotropy] <;> field_simp <;> ring

/-- For `J ≥ 1` and any populations, the `z` intensity minus the isotropic intensity is the
channel factor times the population-weighted sum of `M ^ 2 - J (J + 1) / 3`. -/
theorem linear_dichroism (n : ℕ) (hn : 2 ≤ n) (p : ℕ → ℝ) (c : Channel) :
    intensity n p c .z - isotropic n p c = anisotropy c ((n : ℝ) / 2) *
      ∑ k ∈ range (n + 1), p k * (level n k ^ 2 - (n : ℝ) / 2 * ((n : ℝ) / 2 + 1) / 3) := by
  have hn' : (2 : ℝ) ≤ n := by exact_mod_cast hn
  unfold isotropic intensity
  rw [← sum_add_distrib, ← sum_add_distrib, sum_div, ← sum_sub_distrib, mul_sum]
  refine sum_congr rfl fun k _ => ?_
  linear_combination p k * weight_sub_mean c ((n : ℝ) / 2) (level n k) (by linarith)

/-- For `J ≥ 1`, the `z` intensity of a channel is isotropic exactly when the
population-weighted sum of `M ^ 2` is `J (J + 1) / 3` times the total population. -/
theorem isotropic_iff (n : ℕ) (hn : 2 ≤ n) (p : ℕ → ℝ) (c : Channel) :
    intensity n p c .z = isotropic n p c ↔
      ∑ k ∈ range (n + 1), p k * level n k ^ 2 =
        (n : ℝ) / 2 * ((n : ℝ) / 2 + 1) / 3 * ∑ k ∈ range (n + 1), p k := by
  have hn' : (2 : ℝ) ≤ n := by exact_mod_cast hn
  have hJ : 1 ≤ (n : ℝ) / 2 := by linarith
  -- the channel factor never vanishes
  have hc : ∀ J : ℝ, 1 ≤ J → anisotropy c J ≠ 0 := by
    intro J hJ
    have h0 : J ≠ 0 := by linarith
    have h1 : J + 1 ≠ 0 := by linarith
    have h2 : 2 * J - 1 ≠ 0 := by linarith
    have h3 : 2 * J + 1 ≠ 0 := by linarith
    have h4 : 2 * J + 3 ≠ 0 := by linarith
    cases c <;> simp [anisotropy, h0, h1, h2, h3, h4]
  have hs : ∑ k ∈ range (n + 1),
      p k * (level n k ^ 2 - (n : ℝ) / 2 * ((n : ℝ) / 2 + 1) / 3) =
      ∑ k ∈ range (n + 1), p k * level n k ^ 2 -
        (n : ℝ) / 2 * ((n : ℝ) / 2 + 1) / 3 * ∑ k ∈ range (n + 1), p k := by
    rw [mul_sum, ← sum_sub_distrib]
    exact sum_congr rfl fun k _ => by ring
  rw [← sub_eq_zero, linear_dichroism n hn, hs, mul_eq_zero, or_iff_right (hc _ hJ),
    sub_eq_zero]

/-- For `J = 3/2` with equal populations in `M = -3/2` and `M = -1/2` and none elsewhere,
the `z` intensity of every channel is still isotropic. -/
theorem unequal_but_isotropic (c : Channel) :
    intensity 3 (fun k => if k < 2 then 1 else 0) c .z =
      isotropic 3 (fun k => if k < 2 then 1 else 0) c := by
  rw [isotropic_iff 3 (by norm_num)]
  -- write out the four levels before evaluating the populations
  simp only [sum_range_succ, sum_range_zero, level]
  norm_num

end

end DipoleMultipletIsotropy
```

```lean
#print axioms DipoleMultipletIsotropy.equal_populations
-- 'DipoleMultipletIsotropy.equal_populations' depends on axioms: [propext, Classical.choice, Quot.sound]
#print axioms DipoleMultipletIsotropy.unequal_but_isotropic
-- 'DipoleMultipletIsotropy.unequal_but_isotropic' depends on axioms: [propext, Classical.choice, Quot.sound]
```

## Levels, weights and populations

The natural number `n` encodes \(J=n/2\), so integer and half-integer \(J\) are treated together. The levels are \(M_k=-J+k\) with \(k=0,\dots,n\), which is `level n k`. The hypothesis `2 ≤ n` means \(J\ge1\).

A `Channel` fixes the final angular momentum \(J'\): `down`, `same` and `up` stand for \(J-1\), \(J\) and \(J+1\). A `Polarization` is `z`, which leaves \(M\) unchanged, or `plus` or `minus`, which raises or lowers it by one. The function `weight` gives the squared 3j symbol \(w_q(J,M)\) for polarization \(q\) in the chosen channel. These squares are definitions in the file; they are not derived there from a general 3j symbol.

With real populations \(p_k\), the intensity and its polarization mean are

\[
I_q=\sum_{k=0}^{n}p_k\,w_q(J,M_k),\qquad
I_{\rm iso}=\frac{I_z+I_++I_-}{3}.
\]

The populations need not be normalised or positive. Since \(I_{\rm iso}\) is defined as a mean, its equality with \(I_z\) has to be proved.

The theorems say the following for \(J\ge1\):

- `sum_weight`: \(\sum_k w_q(J,M_k)=1/3\) for every channel and polarization.
- `equal_populations`: if \(p_k=a\) for all \(k\le n\), then \(I_q=a/3=I_{\rm iso}\). Normalised populations have \(a=1/(2J+1)\).
- `linear_dichroism`: for any populations, \(I_z-I_{\rm iso}\) is a channel factor times \(\sum_k p_k\,(M_k^2-J(J+1)/3)\).
- `isotropic_iff`: \(I_z=I_{\rm iso}\) exactly when \(\sum_k p_kM_k^2=\tfrac{J(J+1)}{3}\sum_k p_k\).

The model describes a spherical ion with definite \(J\) and \(M\), without coherences between levels. Radial integrals, reduced matrix elements, line shapes and crystal-field mixing are absent. Each channel is summed over its final magnetic levels, so a splitting of those levels is not resolved.

## Why each sum is one third

The multiplet has \(2J+1\) levels. Since \(\sum_k k=J(2J+1)\), the sum of \(M_k=-J+k\) vanishes. With \(\sum_k k^2=2J(2J+1)(4J+1)/6\),

\[
\sum_k M_k^2=(2J+1)\left[\frac{J(4J+1)}{3}-2J^2+J^2\right]
=\frac{(2J+1)J(J+1)}{3}.
\]

For \(z\) polarization, the numerators of the three weights therefore sum to

\[
\begin{aligned}
\sum_k(J^2-M_k^2)&=\frac{J(2J-1)(2J+1)}{3},\\
\sum_k M_k^2&=\frac{J(J+1)(2J+1)}{3},\\
\sum_k\bigl((J+1)^2-M_k^2\bigr)&=\frac{(J+1)(2J+1)(2J+3)}{3}.
\end{aligned}
\]

Each is one third of the corresponding denominator. For `plus`, the numerators expand to

\[
\begin{aligned}
(J-M)(J-M-1)&=J(J-1)-(2J-1)M+M^2,\\
(J-M)(J+M+1)&=J(J+1)-M-M^2,\\
(J+M+1)(J+M+2)&=(J+1)(J+2)+(2J+3)M+M^2.
\end{aligned}
\]

The linear terms cancel in the sum, which leaves \(\tfrac23J(2J-1)(2J+1)\), \(\tfrac23J(J+1)(2J+1)\) and \(\tfrac23(J+1)(2J+1)(2J+3)\). The denominators carry an extra factor of 2, so each result is again \(1/3\). Replacing \(M\) by \(-M\) gives `minus`. A common population \(a\) then factors out of every sum, and \(I_z=I_+=I_-=a/3\).

In Lean, `sum_quadratic` supplies the sum of \(A+BM+CM^2\). Its inner statement `key` uses induction on the number of terms with the offset held fixed, because `level n k` itself changes with `n`. In `sum_weight`, the step `hq` writes each weight as a quadratic determined by its values at \(M=0,1,-1\). This works for half-integer \(J\) too, because it is a polynomial identity in \(M\). The nine cases are then closed by `field_simp` and `ring`, using the fact that the factors in the denominators are nonzero.

## Unequal populations and linear dichroism

At fixed \(M\), adding the three polarizations removes the \(M\) dependence. In the `down` channel, for example,

\[
\frac{(J^2-M^2)+(J(J-1)+M^2)}{J(2J-1)(2J+1)}=\frac{1}{2J+1}.
\]

The numerators of the other two channels add to \(J(J+1)\) and \((J+1)(2J+3)\), giving the same result. The polarization mean is therefore \(1/(3(2J+1))\). Subtracting it from the \(z\) weight leaves

\[
w_z-\frac{w_z+w_++w_-}{3}=\alpha\left(M^2-\frac{J(J+1)}{3}\right),
\]

where \(\alpha\), called `anisotropy`, is

\[
\frac{-1}{J(2J-1)(2J+1)},\qquad
\frac{1}{J(J+1)(2J+1)},\qquad
\frac{-1}{(J+1)(2J+1)(2J+3)}
\]

for `down`, `same` and `up`. This is `weight_sub_mean`. Multiplying by \(p_k\) and summing gives `linear_dichroism`, where `linear_combination` performs the multiplication term by term. Without coherences, light polarized along \(x\) has the intensity \(I_x=(I_++I_-)/2\), so the usual linear dichroism \(I_z-I_x\) is \(\tfrac32(I_z-I_{\rm iso})\).

Since \(\alpha\neq0\), \(I_z-I_{\rm iso}\) vanishes exactly when the population-weighted sum vanishes, which proves `isotropic_iff`. The condition does not involve the channel: if one channel has an isotropic \(z\) intensity, all three do.

Equal populations are sufficient but not necessary. For \(J=3/2\), put population 1 in \(M=-3/2\) and in \(M=-1/2\), and none elsewhere. Then

\[
\sum_kp_kM_k^2=\frac94+\frac14=\frac52
=\frac{J(J+1)}{3}\sum_kp_k,
\]

as `unequal_but_isotropic` confirms. The circular spectra still differ: in the `down` channel \(I_+=1/3\) and \(I_-=0\), while \(I_z=I_{\rm iso}=1/6\).

## One polarization in a multiplet code

For a transition from a level \(M\) to a final multiplet with angular momentum \(J'\), the squared dipole matrix element for one polarization is \(R^2\) times the angular weight. Here \(R^2\) is the squared magnitude of the reduced matrix element, in the convention where the Wigner–Eckart theorem contains a 3j symbol and no further factor of \(2J+1\) or \(2J'+1\). With normalised equal populations, a code can assign the line the \(z\)-polarized strength

\[
\frac{R^2}{2J+1}\sum_k w_z(J,M_k)=\frac{R^2}{3(2J+1)}
\]

and omit the two circular calculations. Running all three polarizations once gives a direct test of the dipole matrices: for each final multiplet, the summed strengths must agree.

The population hypothesis matters when a magnetic field splits the initial levels by an energy comparable to or larger than the thermal energy. Take \(J=1\) in a field along \(z\) so strong that only \(M=-1\) is populated. In the `down` channel \(I_z=0\), whereas \(I_{\rm iso}=1/9\), so the \(z\) spectrum misses this channel entirely.

The restriction \(J\ge1\) ensures that all three channels exist. At \(J=1/2\) the `down` channel has no final level, and at \(J=0\), as in a closed-shell ion, only `up` is allowed. Lean evaluates the \(0/0\) weights of the missing channels as zero, so their sums are 0 and not \(1/3\). The allowed channels still give \(1/3\) by the sums above, so the \(z\)-polarized spectrum remains isotropic for these two values of \(J\) as well.
